# Averaging the translations of a finite, exactly closed symmetry group gives a common fixed point

Before the atomic positions of a molecule are symmetrised, the origin is usually moved to a point that every symmetry operation leaves in place. Suppose all $N$ operations of a finite symmetry group, not only its generators, are stored as $N$ matrices with $N$ translation vectors, relative to some arbitrary origin. Add the translations, divide by $N$, and subtract the result from every atomic position: the matrices alone now map the molecule onto itself. This works if the translations combine exactly under multiplication of the operations.

## Operations and their composition

```lean
import Mathlib

namespace OriginShift

noncomputable section

variable {G V : Type*} [Group G] [AddCommGroup V] [Module ℝ V]
```

`G` is an abstract group and `V` a real vector space, with no inner product and no bound on its dimension.

```lean
/-- The operation with linear part `ρ g` and translation part `t g`,
sending the point `x` to `ρ g x + t g`. -/
def seitz (ρ : G →* Module.End ℝ V) (t : G → V) (g : G) (x : V) : V :=
  ρ g x + t g
```

The homomorphism `ρ` assigns to each $g$ a linear map $\rho(g)$, with $\rho(gh)=\rho(g)\rho(h)$. The function `seitz` is the operation usually written $\{g|t\}$, namely $x\mapsto\rho(g)x+t(g)$.

```lean
/-- The translation parts obey `t (g h) = t g + g t h` exactly, not merely up to
lattice vectors. -/
def ClosesExactly (ρ : G →* Module.End ℝ V) (t : G → V) : Prop :=
  ∀ g h, t (g * h) = t g + ρ g (t h)
```

This is the condition $t(gh)=t(g)+\rho(g)t(h)$, with no lattice vector left over.

```lean
/-- The mean of the translation parts over a finite group. -/
def meanTranslation [Fintype G] (t : G → V) : V :=
  (Fintype.card G : ℝ)⁻¹ • ∑ g, t g
```

This is $s=\frac1N\sum_g t(g)$. `Fintype G` says that the group is finite, and `•` multiplies a vector by a scalar.

```lean
/-- The translation parts close exactly if and only if the operations compose
as the group elements do. -/
theorem closesExactly_iff_comp (ρ : G →* Module.End ℝ V) (t : G → V) :
    ClosesExactly ρ t ↔
      ∀ g h x, seitz ρ t (g * h) x = seitz ρ t g (seitz ρ t h x) := by
  constructor
  · intro H g h x
    simp only [seitz, map_mul, Module.End.mul_apply, map_add, H g h]
    abel
  · intro H g h
    -- compare the images of the origin
    have h0 := H g h 0
    simp only [seitz, map_zero, zero_add] at h0
    rw [h0, add_comm]
```

A theorem states its claim after the colon and its proof after `:=`. Here, doing $h$ and then $g$ gives $\rho(g)\rho(h)x+\rho(g)t(h)+t(g)$, while the operation of $gh$ gives $\rho(gh)x+t(gh)$. They agree for all $x$ exactly when the translations close; for the converse, Lean sets $x=0$.

## The average as origin

```lean
/-- For any translation parts over a finite group, the group order times the
deviation of `t g` from `s - g s`, with `s` the mean translation, is the sum of the
closure errors `t g + g t h - t (g h)` over `h`. -/
theorem card_smul_deviation [Fintype G] (ρ : G →* Module.End ℝ V) (t : G → V) (g : G) :
    (Fintype.card G : ℝ) • (t g - (meanTranslation t - ρ g (meanTranslation t))) =
      ∑ h, (t g + ρ g (t h) - t (g * h)) := by
  have hN : (Fintype.card G : ℝ) ≠ 0 := Nat.cast_ne_zero.mpr Fintype.card_ne_zero
  have hs : (Fintype.card G : ℝ) • meanTranslation t = ∑ h, t h := by
    rw [meanTranslation, smul_inv_smul₀ hN]
  -- left multiplication by `g` only permutes the group
  have hshift : ∑ h, t (g * h) = ∑ h, t h := Equiv.sum_comp (Equiv.mulLeft g) t
  have hlin : ∑ h, ρ g (t h) = ρ g (∑ h, t h) := (map_sum (ρ g) t Finset.univ).symm
  rw [Finset.sum_sub_distrib, Finset.sum_add_distrib, hshift, hlin, ← hs, map_smul,
    Finset.sum_const, Finset.card_univ, ← Nat.cast_smul_eq_nsmul ℝ]
  module
```

This identity needs no closure. Since $h\mapsto gh$ permutes the group, $\sum_h t(gh)=\sum_h t(h)=Ns$, and so

$$\sum_h\bigl[t(g)+\rho(g)t(h)-t(gh)\bigr]=Nt(g)+N\rho(g)s-Ns.$$

The right side is $N[t(g)-(s-\rho(g)s)]$. In Lean, `hshift` is the relabelling, `hlin` takes $\rho(g)$ out of the sum, and `module` collects terms.

```lean
/-- If the translation parts of a finite group close exactly, then every one of them
is `t g = s - g s`, where `s` is the mean translation. -/
theorem translation_eq_sub [Fintype G] {ρ : G →* Module.End ℝ V} {t : G → V}
    (ht : ClosesExactly ρ t) (g : G) :
    t g = meanTranslation t - ρ g (meanTranslation t) := by
  have hN : (Fintype.card G : ℝ) ≠ 0 := Nat.cast_ne_zero.mpr Fintype.card_ne_zero
  have h0 : ∑ h, (t g + ρ g (t h) - t (g * h)) = 0 :=
    Finset.sum_eq_zero fun h _ => by rw [ht g h, sub_self]
  have key := card_smul_deviation ρ t g
  rw [h0] at key
  exact sub_eq_zero.mp ((smul_eq_zero.mp key).resolve_left hN)
```

Under exact closure every term of the sum is zero. Since $N\neq0$, it can be cancelled, leaving $t(g)=s-\rho(g)s$.

```lean
/-- For a finite group with exactly closing translation parts, each operation acts
purely linearly on positions measured from the mean translation. -/
theorem seitz_from_new_origin [Fintype G] {ρ : G →* Module.End ℝ V} {t : G → V}
    (ht : ClosesExactly ρ t) (g : G) (x : V) :
    seitz ρ t g (meanTranslation t + x) = meanTranslation t + ρ g x := by
  rw [seitz, translation_eq_sub ht g, map_add]
  abel
```

Insert this into the operation:
$$\rho(g)(s+x)+s-\rho(g)s=s+\rho(g)x.$$
Measured from $s$, positions transform without translations. If an electron density has these symmetries and the $\rho(g)$ are orthogonal, its Fourier coefficients at $k$ and $\rho(g)k$ are then equal, with no phase factor.

```lean
/-- For a finite group with exactly closing translation parts, a point is fixed by all
operations if and only if its displacement from the mean translation is invariant under
all linear parts. -/
theorem fixed_iff [Fintype G] {ρ : G →* Module.End ℝ V} {t : G → V}
    (ht : ClosesExactly ρ t) (x : V) :
    (∀ g, seitz ρ t g x = x) ↔
      ∀ g, ρ g (x - meanTranslation t) = x - meanTranslation t := by
  refine forall_congr' fun g => ?_
  rw [seitz, translation_eq_sub ht g, map_sub]
  constructor <;> intro h <;> linear_combination (norm := module) h
```

The equation $\rho(g)x+s-\rho(g)s=x$ rearranges to $\rho(g)(x-s)=x-s$. The common fixed points are therefore $s$ plus the invariant vectors: a single point for an inversion centre, a whole line for a rotation axis.

```lean
/-- For a finite group, the translation parts close exactly if and only if the
operations have a common fixed point. -/
theorem closesExactly_iff_exists_fixed [Fintype G] (ρ : G →* Module.End ℝ V) (t : G → V) :
    ClosesExactly ρ t ↔ ∃ s, ∀ g, seitz ρ t g s = s := by
  constructor
  · intro ht
    refine ⟨meanTranslation t, fun g => ?_⟩
    simpa using seitz_from_new_origin ht g 0
  · rintro ⟨s, hs⟩ g h
    have e : ∀ k, t k = s - ρ k s := fun k => by
      have hk := hs k
      rw [seitz] at hk
      linear_combination (norm := module) hk
    rw [e (g * h), e g, e h, map_mul, Module.End.mul_apply, map_sub]
    abel
```

Taking $x=0$ in the shifted form shows that $s$ is fixed. Conversely, let $s$ now denote any common fixed point. Then $t(k)=s-\rho(k)s$ for every $k$, and
$$t(g)+\rho(g)t(h)=s-\rho(g)\rho(h)s=t(gh).$$

The same relabelling gives a neighbouring result, stated here without a Lean proof: under exact closure, the average of the $N$ images of any point is a common fixed point.

## Closure up to a lattice

```lean
/-- If the translation parts of a finite group close up to vectors of a lattice `L`, then
after the origin is moved to the mean translation, the group order times each remaining
translation part lies in `L`. -/
theorem card_smul_mem_lattice [Fintype G] (ρ : G →* Module.End ℝ V) (t : G → V)
    (L : AddSubgroup V) (hL : ∀ g h, t g + ρ g (t h) - t (g * h) ∈ L) (g : G) :
    (Fintype.card G : ℝ) •
      (t g - (meanTranslation t - ρ g (meanTranslation t))) ∈ L := by
  rw [card_smul_deviation]
  exact sum_mem fun h _ => hL g h
```

If each closure error lies in `L`, so does their sum, which equals $N$ times the translation remaining at the new origin. `L` may be any additive subgroup, a wider notion than a crystal lattice.

To apply the exact-closure theorems to a symmorphic crystal, first choose one operation per point-group element, lattice translation included, so that the choices close exactly. Those theorems take that choice as given and do not say how to find it.

## A mirror and a glide

```lean
/-- The two-element group `{1, -1}` acting on the plane, where `-1` reverses the second
coordinate. -/
def mirror : ℤˣ →* Module.End ℝ (ℝ × ℝ) where
  toFun u := LinearMap.prodMap LinearMap.id (((u : ℤ) : ℝ) • LinearMap.id)
  map_one' := by
    refine LinearMap.ext fun p => Prod.ext ?_ ?_ <;> simp
  map_mul' u v := by
    refine LinearMap.ext fun p => Prod.ext ?_ ?_ <;> simp [mul_assoc]
```

`ℤˣ` is the group $\{1,-1\}$; the element $-1$ acts as a mirror.

```lean
/-- The lattice of points in the plane with integer coordinates. -/
def squareLattice : AddSubgroup (ℝ × ℝ) :=
  (Int.castAddHom ℝ).range.prod (Int.castAddHom ℝ).range
```

These are the points $(m,n)$ with integer $m,n$.

```lean
/-- The translation parts of a glide reflection: zero for the identity and half a
lattice step along the first axis for the mirror. -/
def glideShift (u : ℤˣ) : ℝ × ℝ := ((1 - ((u : ℤ) : ℝ)) / 4, 0)
```

The translation is $(0,0)$ for the identity and $(\tfrac12,0)$ for the mirror.

```lean
/-- The element `u` multiplies the second coordinate by its sign and keeps the first. -/
theorem mirror_apply (u : ℤˣ) (p : ℝ × ℝ) :
    mirror u p = (p.1, ((u : ℤ) : ℝ) * p.2) := rfl
```

In coordinates, $u$ sends $(x,y)$ to $(x,uy)$; `rfl` means that this holds by definition.

```lean
/-- Reflection in the line at height `a` has exactly closing translation parts, and it
sends the height `y` to `2 a - y`. -/
theorem closesExactly_witness (a : ℝ) :
    ClosesExactly mirror (fun u => (0, (1 - ((u : ℤ) : ℝ)) * a)) ∧
      ∀ p, seitz mirror (fun u => (0, (1 - ((u : ℤ) : ℝ)) * a)) (-1) p =
        (p.1, 2 * a - p.2) := by
  constructor
  · intro g h
    simp only [mirror_apply, Units.val_mul, Int.cast_mul, Prod.mk_add_mk, Prod.mk.injEq]
    constructor <;> ring
  · intro p
    simp only [seitz, mirror_apply, Units.val_neg, Units.val_one, Int.cast_neg,
      Int.cast_one, Prod.mk_add_mk, Prod.mk.injEq]
    constructor <;> ring
```

Reflection in the line $y=a$ has translation $(0,2a)$. Averaging with the identity's zero gives $s=(0,a)$, a point on the mirror line.

```lean
/-- The glide reflection closes up to vectors of the square lattice, but neither it nor
its product with any lattice translation has a fixed point. -/
theorem glide_no_fixed_point :
    (∀ g h, glideShift g + mirror g (glideShift h) - glideShift (g * h) ∈ squareLattice) ∧
      ∀ v ∈ squareLattice, ∀ p, seitz mirror glideShift (-1) p + v ≠ p := by
  constructor
  · intro g h
    -- the closure error is one lattice step for two glides and zero otherwise
    have mem : ∀ (w : ℝ × ℝ) (k : ℤ), (k : ℝ) = w.1 → 0 = w.2 → w ∈ squareLattice :=
      fun w k h1 h2 => AddSubgroup.mem_prod.mpr
        ⟨AddMonoidHom.mem_range.mpr ⟨k, h1⟩,
          AddMonoidHom.mem_range.mpr ⟨0, by simpa using h2⟩⟩
    rcases Int.units_eq_one_or g with rfl | rfl <;>
      rcases Int.units_eq_one_or h with rfl | rfl
    · apply mem _ 0 <;> norm_num [glideShift, mirror_apply]
    · apply mem _ 0 <;> norm_num [glideShift, mirror_apply]
    · apply mem _ 0 <;> norm_num [glideShift, mirror_apply]
    · apply mem _ 1 <;> norm_num [glideShift, mirror_apply]
  · intro v hv p h
    obtain ⟨⟨m, hm⟩, -⟩ := AddSubgroup.mem_prod.mp hv
    have hm' : (m : ℝ) = v.1 := hm
    have h1 := congrArg Prod.fst h
    simp only [seitz, mirror_apply, glideShift, Prod.fst_add, Units.val_neg,
      Units.val_one, Int.cast_neg, Int.cast_one] at h1
    -- a fixed point would make one half an integer
    have h2 : (2 * m + 1 : ℝ) = 0 := by linarith
    have h3 : 2 * m + 1 = 0 := by exact_mod_cast h2
    omega

end

end OriginShift
```

Two glides make one lattice step, so closure holds modulo the lattice. A fixed point of the glide followed by a lattice translation $(m,n)$ would require $\tfrac12+m=0$, impossible for integer $m$. Closure modulo a lattice is thus not enough for a common fixed point, even if the glide is first combined with a lattice translation.

```lean
#print axioms OriginShift.fixed_iff
#print axioms OriginShift.closesExactly_iff_exists_fixed
#print axioms OriginShift.card_smul_mem_lattice
#print axioms OriginShift.glide_no_fixed_point
```

```
'OriginShift.fixed_iff' depends on axioms: [propext, Classical.choice, Quot.sound]
'OriginShift.closesExactly_iff_exists_fixed' depends on axioms: [propext, Classical.choice, Quot.sound]
'OriginShift.card_smul_mem_lattice' depends on axioms: [propext, Classical.choice, Quot.sound]
'OriginShift.glide_no_fixed_point' depends on axioms: [propext, Classical.choice, Quot.sound]
```
